# The on-site d mode sets the mixing limit in a two-mode Kerker model

When a self-consistent calculation on a metal with d electrons has Kerker preconditioning switched on, the mixing parameter a still has to be chosen. The preconditioner is designed to even out the dependence on wavelength in the plane-wave part of the density error. Some ultrasoft and PAW codes also mix on-site occupations alongside the density, and these may not receive the Kerker weight. A linear model with one preconditioned plane-wave mode and one unpreconditioned on-site mode, not coupled to each other, has an exact limit on a.

Let q ≠ 0 be the wave number of the plane-wave mode and u ≥ 0 the response strength of the on-site d mode. The plane-wave mode is taken to respond as in Thomas-Fermi theory, with a screening wave number q₀ that is also the one in the Kerker weight. For a > 0, Kerker-preconditioned mixing drives the errors from every initial pair of amplitudes to zero if and only if

a < 2/(1 + u).

## From the update rule to the error factors

Write the input density as a pair n = (n₁, n₂), with n₁ the plane-wave amplitude and n₂ the d amplitude, and let m = (m₁, m₂) be the self-consistent density. Close to m, the output density of one cycle is

F₁ = m₁ − (q₀²/q²)(n₁ − m₁),
F₂ = m₂ − u(n₂ − m₂).

The minus signs express repulsion: surplus charge raises the potential, which pushes charge away in the next output. For the plane wave, the strength q₀²/q² is the Thomas-Fermi response, large at long wavelength because the Coulomb interaction is. For the d mode, u stands for the on-site repulsion multiplied by the readiness of the d occupation to respond to a potential shift.

The residuals, output minus input, are

F₁ − n₁ = −(1 + q₀²/q²)(n₁ − m₁),
F₂ − n₂ = −(1 + u)(n₂ − m₂).

Mixing adds a times the residual to the input, with a further weight p in the plane-wave mode. The new errors are therefore w(n₁ − m₁) and s(n₂ − m₂), where

w = 1 − a p (1 + q₀²/q²),
s = 1 − a(1 + u).

After k steps the initial errors have been multiplied by wᵏ and sᵏ. If |w| < 1 and |s| < 1, both errors tend to zero from any start. Conversely, a start with unit error in both modes produces the errors wᵏ and sᵏ themselves, and these tend to zero only if both moduli are below one.

Kerker's weight is p = q²/(q² + q₀²), so that

p(1 + q₀²/q²) = [q²/(q² + q₀²)] · [(q² + q₀²)/q²] = 1,

and w = 1 − a for every q ≠ 0. The two conditions become 0 < a < 2 and 0 < a(1 + u) < 2. Since a > 0 and u ≥ 0, we have a ≤ a(1 + u), so the second condition implies the first. What remains is a(1 + u) < 2, which is the claim.

## The threshold, the best parameter and plain mixing

At a = 2/(1 + u) the d factor is s = −1, and the d error changes sign at every step without shrinking.

For the best choice of a, let M be the larger of |1 − a| and |1 − a(1 + u)|. Then

1 − a ≤ M,
a(1 + u) − 1 ≤ M.

Multiplying the first line by 1 + u and adding the second eliminates a and gives u ≤ (2 + u)M, that is, M ≥ u/(2 + u). If equality holds, the first line gives a ≥ 2/(2 + u) and the second a ≤ 2/(2 + u). Conversely, at a = 2/(2 + u) the factors are u/(2 + u) and −u/(2 + u), so the bound is attained there and nowhere else.

Without preconditioning, p = 1 and

w = 1 − a(q² + q₀²)/q².

For a > 0 this is below 1, and it exceeds −1 exactly when a(q² + q₀²) < 2q². With q₀ ≠ 0, the upper limit on a shrinks like q² at small q. This is the charge-sloshing restriction, and Kerker's weight removes it from the model.

## The linear response and the mixing step in Lean

```lean
import Mathlib

open Filter Topology

namespace KerkerTwoModeMixing

noncomputable section
```

The weight p of Kerker's choice is a function of the two wave numbers.

```lean
/-- The Kerker weight `q² / (q² + q₀²)` of a density mode with wave number `q`, for screening
wave number `q₀`; its domain is `q` and `q₀` not both zero. -/
def kerker (q₀ q : ℝ) : ℝ := q ^ 2 / (q ^ 2 + q₀ ^ 2)
```

A density is an element of `ℝ × ℝ`, with `n.1` and `n.2` for n₁ and n₂. The next definition postulates the linear response. The two modes are uncoupled, and u is a given number, not computed from a pseudopotential; the overlap operator and the augmentation charges do not enter.

```lean
/-- The output density of one self-consistency cycle, linearised about the self-consistent
density `m`. The first amplitude is a plane-wave mode with `q ≠ 0` and response `q₀² / q²`,
the second an on-site d mode with response `u`. -/
def scfOutput (q₀ q u : ℝ) (m n : ℝ × ℝ) : ℝ × ℝ :=
  (m.1 - q₀ ^ 2 / q ^ 2 * (n.1 - m.1), m.2 - u * (n.2 - m.2))
```

The mixing step keeps p as a free argument, so that one definition serves both Kerker and plain mixing. The weight multiplies only the first residual.

```lean
/-- One density-mixing step: the residual, output minus input, is added with mixing parameter
`a`, and in the plane-wave mode (`q ≠ 0`) also with the preconditioner weight `p`. -/
def mixStep (p a q₀ q u : ℝ) (m n : ℝ × ℝ) : ℝ × ℝ :=
  (n.1 + a * p * ((scfOutput q₀ q u m n).1 - n.1),
    n.2 + a * ((scfOutput q₀ q u m n).2 - n.2))
```

The factors w and s receive names. Their definitions alone say nothing about the iteration; the link to `mixStep` is a theorem.

```lean
/-- The error factor of the plane-wave mode for preconditioner weight `p`, with `q ≠ 0`. -/
def waveFactor (p a q₀ q : ℝ) : ℝ := 1 - a * p * (1 + q₀ ^ 2 / q ^ 2)

/-- The error factor of the on-site d mode. -/
def siteFactor (a u : ℝ) : ℝ := 1 - a * (1 + u)
```

That theorem is the residual calculation above. `ext` splits the equality of pairs into its two components, and `ring` confirms each after the definitions are unfolded.

```lean
/-- One mixing step multiplies the error of each mode by the factor of that mode. -/
theorem error_step (p a q₀ q u : ℝ) (m n : ℝ × ℝ) :
    mixStep p a q₀ q u m n - m =
      (waveFactor p a q₀ q * (n.1 - m.1), siteFactor a u * (n.2 - m.2)) := by
  ext <;> simp only [mixStep, scfOutput, waveFactor, siteFactor, Prod.fst_sub, Prod.snd_sub] <;>
    ring
```

The notation `^[k]` means that the step is applied k times. Induction on k gives the powers: the hypothesis is read off in each component, and one more application of `error_step` supplies the next factor.

```lean
/-- After `k` mixing steps the error of each mode is its initial error times the `k`-th power
of the factor of that mode. -/
theorem error_iterate (p a q₀ q u : ℝ) (m n : ℝ × ℝ) (k : ℕ) :
    (mixStep p a q₀ q u m)^[k] n - m =
      (waveFactor p a q₀ q ^ k * (n.1 - m.1), siteFactor a u ^ k * (n.2 - m.2)) := by
  induction k with
  | zero => ext <;> simp
  | succ k ih =>
    have h1 : ((mixStep p a q₀ q u m)^[k] n).1 - m.1 = waveFactor p a q₀ q ^ k * (n.1 - m.1) :=
      congrArg Prod.fst ih
    have h2 : ((mixStep p a q₀ q u m)^[k] n).2 - m.2 = siteFactor a u ^ k * (n.2 - m.2) :=
      congrArg Prod.snd ih
    rw [Function.iterate_succ_apply', error_step, h1, h2]
    congr 1 <;> ring
```

## Convergence from every initial pair

The statement `Tendsto … atTop (𝓝 0)` says that the pair of errors tends to (0, 0) as k grows, which means that both components do. The quantifier `∀ n` ranges over all initial pairs, however far from m, because the model is linear everywhere. In a real calculation the linear response describes only the neighbourhood of self-consistency.

```lean
/-- The errors from every initial pair tend to zero if and only if both error factors have
modulus below one. -/
theorem converges_iff_factors (p a q₀ q u : ℝ) (m : ℝ × ℝ) :
    (∀ n, Tendsto (fun k : ℕ => (mixStep p a q₀ q u m)^[k] n - m) atTop (𝓝 0)) ↔
      |waveFactor p a q₀ q| < 1 ∧ |siteFactor a u| < 1 := by
  simp only [error_iterate]
  constructor
  · intro h
    -- start with a unit error in both modes
    have h0 := h (m + (1, 1))
    have h1 := (continuous_fst.tendsto (0 : ℝ × ℝ)).comp h0
    have h2 := (continuous_snd.tendsto (0 : ℝ × ℝ)).comp h0
    constructor
    · simpa [Function.comp_def] using h1
    · simpa [Function.comp_def] using h2
  · rintro ⟨h1, h2⟩ n
    have h := ((tendsto_pow_atTop_nhds_zero_iff.2 h1).mul_const (n.1 - m.1)).prodMk_nhds
      ((tendsto_pow_atTop_nhds_zero_iff.2 h2).mul_const (n.2 - m.2))
    simp only [zero_mul] at h
    exact h
```

The forward direction starts from `m + (1, 1)`, the unit error used above, and projects the limit onto each component. The reverse direction multiplies the vanishing powers by the constant initial errors and recombines the components.

Next comes the cancellation between weight and screening. The hypothesis `hq` excludes the uniform component, for which the response q₀²/q² is not defined. The auxiliary equation `h` is the product that equals 1, and `linear_combination` inserts it into the factor.

```lean
/-- For `q ≠ 0` the Kerker weight reduces the error factor of the plane-wave mode to `1 - a`. -/
theorem waveFactor_kerker (a q₀ : ℝ) {q : ℝ} (hq : q ≠ 0) :
    waveFactor (kerker q₀ q) a q₀ q = 1 - a := by
  have hs : q ^ 2 + q₀ ^ 2 ≠ 0 := by positivity
  -- the weight is the inverse of the Thomas-Fermi dielectric function
  have h : q ^ 2 / (q ^ 2 + q₀ ^ 2) * (1 + q₀ ^ 2 / q ^ 2) = 1 := by
    field_simp
  unfold waveFactor kerker
  linear_combination (-a) * h
```

The main theorem combines the two preceding results. After the rewriting, the left side consists of the inequalities for 1 − a and 1 − a(1 + u), and the right side reads a(1 + u) < 2. The fact `hau`, that a·u ≥ 0, carries the comparison a ≤ a(1 + u), and `linarith` does the rest.

```lean
/-- With Kerker preconditioning, `a > 0`, `u ≥ 0` and `q ≠ 0`, the errors from every initial
pair tend to zero if and only if `a < 2 / (1 + u)`. -/
theorem kerker_converges_iff {a q u : ℝ} (q₀ : ℝ) (m : ℝ × ℝ)
    (ha : 0 < a) (hu : 0 ≤ u) (hq : q ≠ 0) :
    (∀ n, Tendsto (fun k : ℕ => (mixStep (kerker q₀ q) a q₀ q u m)^[k] n - m) atTop (𝓝 0)) ↔
      a < 2 / (1 + u) := by
  have hau : 0 ≤ a * u := mul_nonneg ha.le hu
  rw [converges_iff_factors, waveFactor_kerker a q₀ hq, siteFactor, abs_lt, abs_lt,
    lt_div_iff₀ (by linarith)]
  constructor
  · rintro ⟨_, h, _⟩
    linarith
  · intro h
    -- since `a ≤ a * (1 + u)`, the bound for the d mode also covers the plane-wave mode
    refine ⟨⟨?_, ?_⟩, ?_, ?_⟩ <;> linarith
```

For simulation practice, the theorem says that in this linear, uncoupled two-mode model a strongly responding d mode forces a smaller mixing parameter even when the long-wavelength error is perfectly preconditioned.

## Oscillation, optimum and charge sloshing in Lean

The threshold result concerns only the second component, so it holds for any weight p. It evaluates the d factor as −1 and substitutes it into the formula for k steps.

```lean
/-- At the threshold `a = 2 / (1 + u)`, with `u ≥ 0`, the error of the d mode keeps its size
and changes sign at every step. -/
theorem threshold_oscillation {u : ℝ} (p q₀ q : ℝ) (m n : ℝ × ℝ) (hu : 0 ≤ u) (k : ℕ) :
    ((mixStep p (2 / (1 + u)) q₀ q u m)^[k] n - m).2 = (-1) ^ k * (n.2 - m.2) := by
  have h : 1 + u ≠ 0 := by positivity
  have hs : siteFactor (2 / (1 + u)) u = -1 := by
    rw [siteFactor, div_mul_cancel₀ _ h]
    norm_num
  simp only [error_iterate, hs]
```

The optimum is stated for every real a, with no sign condition. The inequalities `hw` and `hd` are the two bounds on M; the first part of the proof forms their weighted sum, the second extracts a from equality, and the third evaluates both factors at 2/(2 + u). For u = 0 the optimum is a = 1 and both factors vanish, so a single step reaches m.

```lean
/-- With Kerker preconditioning, `u ≥ 0` and `q ≠ 0`, the larger modulus of the two error
factors is at least `u / (2 + u)`, with equality if and only if `a = 2 / (2 + u)`. -/
theorem optimal_mixing {q u : ℝ} (a q₀ : ℝ) (hu : 0 ≤ u) (hq : q ≠ 0) :
    u / (2 + u) ≤ max |waveFactor (kerker q₀ q) a q₀ q| |siteFactor a u| ∧
      (max |waveFactor (kerker q₀ q) a q₀ q| |siteFactor a u| = u / (2 + u) ↔
        a = 2 / (2 + u)) := by
  rw [waveFactor_kerker a q₀ hq]
  have h2 : 0 < 2 + u := by linarith
  have hw : 1 - a ≤ max |1 - a| |siteFactor a u| := (le_abs_self _).trans (le_max_left _ _)
  have hd : a * (1 + u) - 1 ≤ max |1 - a| |siteFactor a u| := by
    refine le_trans ?_ (le_max_right _ _)
    have h := neg_le_abs (siteFactor a u)
    unfold siteFactor at h ⊢
    linarith
  refine ⟨?_, ?_, ?_⟩
  · -- a weighted sum of the two bounds no longer contains `a`
    rw [div_le_iff₀ h2]
    have h := mul_le_mul_of_nonneg_left hw (by linarith : 0 ≤ 1 + u)
    linarith
  · intro h
    rw [h, le_div_iff₀ h2] at hw hd
    rw [eq_div_iff h2.ne']
    have hle : (1 + u) * (a * (2 + u)) ≤ (1 + u) * 2 := by linarith
    have := le_of_mul_le_mul_left hle (by linarith)
    linarith
  · intro h
    have ht : a * (2 + u) = 2 := (eq_div_iff h2.ne').1 h
    -- at the optimum the two factors are opposite
    have e1 : 1 - a = u / (2 + u) := by
      rw [eq_div_iff h2.ne']
      linear_combination -ht
    have e2 : siteFactor a u = -(u / (2 + u)) := by
      unfold siteFactor
      linear_combination -ht - e1
    rw [e1, e2, abs_neg, max_self, abs_of_nonneg (div_nonneg hu h2.le)]
```

The theorem for plain mixing keeps both conditions, since either mode may be the limiting one. Its proof first brings the plane-wave factor to the form 1 − a(q² + q₀²)/q². Positivity of the subtracted terms then settles the upper bounds, and the lower bounds are the two stated inequalities.

```lean
/-- Without preconditioning (`p = 1`), for `a > 0`, `u ≥ 0` and `q ≠ 0`, the errors from every
initial pair tend to zero if and only if `a (q² + q₀²) < 2 q²` and `a (1 + u) < 2`. -/
theorem plain_converges_iff {a q u : ℝ} (q₀ : ℝ) (m : ℝ × ℝ)
    (ha : 0 < a) (hu : 0 ≤ u) (hq : q ≠ 0) :
    (∀ n, Tendsto (fun k : ℕ => (mixStep 1 a q₀ q u m)^[k] n - m) atTop (𝓝 0)) ↔
      a * (q ^ 2 + q₀ ^ 2) < 2 * q ^ 2 ∧ a * (1 + u) < 2 := by
  have hq2 : 0 < q ^ 2 := by positivity
  have hw : waveFactor 1 a q₀ q = 1 - a * (q ^ 2 + q₀ ^ 2) / q ^ 2 := by
    have h : q ^ 2 / q ^ 2 = 1 := div_self hq2.ne'
    unfold waveFactor
    linear_combination a * h
  have hpos : 0 < a * (q ^ 2 + q₀ ^ 2) / q ^ 2 := by positivity
  have hsite : 0 < a * (1 + u) := by positivity
  rw [converges_iff_factors, hw, siteFactor, abs_lt, abs_lt, ← div_lt_iff₀ hq2]
  constructor
  · rintro ⟨⟨h1, _⟩, h2, _⟩
    constructor <;> linarith
  · rintro ⟨h1, h2⟩
    refine ⟨⟨?_, ?_⟩, ?_, ?_⟩ <;> linarith

end

end KerkerTwoModeMixing
```

```lean
#print axioms KerkerTwoModeMixing.kerker_converges_iff
-- 'KerkerTwoModeMixing.kerker_converges_iff' depends on axioms: [propext, Classical.choice, Quot.sound]
#print axioms KerkerTwoModeMixing.threshold_oscillation
-- 'KerkerTwoModeMixing.threshold_oscillation' depends on axioms: [propext, Classical.choice, Quot.sound]
#print axioms KerkerTwoModeMixing.optimal_mixing
-- 'KerkerTwoModeMixing.optimal_mixing' depends on axioms: [propext, Classical.choice, Quot.sound]
#print axioms KerkerTwoModeMixing.plain_converges_iff
-- 'KerkerTwoModeMixing.plain_converges_iff' depends on axioms: [propext, Classical.choice, Quot.sound]
```
